# Local exchange on exponential tails: the order-$k$ response integrand is integrable exactly when $(k-\tfrac43)a<kb$

## A finite second order with an infinite third order

A third-order exchange energy can be infinite although the second-order one is finite. Take local exchange, a density that falls off as $e^{-ar}$ with $a>0$, and a first-order density that falls off as $e^{-ar/2}$. The second-order integral converges. A program that integrates the third-order term out to a cutoff radius also returns a number, but this number grows without bound as the cutoff moves outwards. The finite second-order value does not reveal this. These tails are a mathematical model: as explained below, the rate $a/2$ cannot come from a normalisable first-order wave function.

The exchange energy per volume is

$$e(n)=-c\,n^{4/3},\qquad c>0 .$$

The constant $c$ sets the strength of exchange in the uniform electron gas; for an unpolarised gas in atomic units it is $\tfrac34(3/\pi)^{1/3}$. Textbooks often write $\varepsilon_x$ for the energy per particle, whereas $e$ here is per volume.

If a perturbation of strength $\lambda$ changes the density from $n$ to $n+\lambda n_1$, a formal expansion of $e$ gives the terms $\frac{\lambda^k}{k!}e^{(k)}(n)\,n_1^k$. For spherical densities, the radial integrand of order $k$ is, up to the constant $4\pi/k!$,

$$r^2\,e^{(k)}(n(r))\,n_1(r)^k,\qquad n(r)=e^{-ar},\quad n_1(r)=e^{-br}.$$

In density functional perturbation theory, the term with $k=3$ enters the third-order energy. The result says which decay rates make it finite, for local exchange and purely exponential, spherical densities.

## The criterion for each order

For $c>0$, real $a$ and $b$, and $k=0,1,2,\dots$, the integrand of order $k$ is integrable on $(0,\infty)$ if and only if

$$\left(k-\tfrac43\right)a<kb .$$

Order 2 therefore needs $b>a/3$, and order 3 needs $b>5a/9$. For $a>0$, the rate $b=a/2$ lies between the two thresholds. Also for $a>0$, all orders are integrable together if and only if $b\ge a$.

## From the derivatives to the decay rate

**Derivatives.** Let $K_k=\prod_{i=0}^{k-1}(\tfrac43-i)$, with $K_0=1$. For $n>0$,

$$e^{(k)}(n)=-c\,K_k\,n^{4/3-k}.$$

This holds for $k=0$. Differentiating once more brings down the factor $\tfrac43-k$ and lowers the power by one, which is the formula for $k+1$. Since $K_2=\tfrac43\cdot\tfrac13=\tfrac49$ and $K_3=\tfrac49\cdot(-\tfrac23)=-\tfrac8{27}$,

$$e''(n)=-\tfrac49c\,n^{-2/3},\qquad e'''(n)=\tfrac8{27}c\,n^{-5/3}.$$

No factor of $K_k$ vanishes, because $\tfrac43$ is not an integer.

**Tails.** Inserting the exponentials gives

$$r^2e^{(k)}(n)n_1^k=-cK_k\,r^2e^{-sr},\qquad s=kb-\left(k-\tfrac43\right)a .$$

For $a>0$ and $k\ge2$ the exponent $\tfrac43-k$ is negative, so the factor $n^{4/3-k}$ grows with $r$, and $n_1^k$ has to compensate for it.

**Integrability.** If $s>0$, then $\int_0^\infty r^2e^{-sr}\,dr=2/s^3$. If $s\le0$, then $r^2e^{-sr}\ge r^2\ge1$ for $r>1$, so the integral diverges. As $-cK_k\neq0$, the integrand is integrable exactly when $s>0$, which is the criterion.

**All orders.** The criterion can be written $k(a-b)<\tfrac43a$. Let $a>0$. If $b\ge a$, the left side is at most zero and the right side is positive, so every order passes. If $b<a$, every integer $k\ge\frac{4a}{3(a-b)}$ fails.

## Numbers for $a=2$, $b=1$, $c=1$

At second order $s=2-\tfrac43=\tfrac23$, and

$$\int_0^\infty r^2e''(n)n_1^2\,dr=-\frac49\cdot\frac{2}{(2/3)^3}=-\frac49\cdot\frac{27}4=-3 .$$

At third order $s=3-\tfrac{10}3=-\tfrac13$, and the integrand is $\tfrac8{27}r^2e^{r/3}$. It is about $7.2$ at $r=3$ and about $5.9\times10^6$ at $r=30$.

## What the Lean definitions stand for

`exchange c` is the function $e$, and `expTail a r` is $e^{-ar}$; it serves for both densities. `kernelCoeff k` is $K_k$. The name is broader than usual, since the exchange kernel normally means $e''$ alone. `responseIntegrand c a b k` is the radial integrand above, without $4\pi/k!$. It contains `iteratedDeriv k (exchange c)`, the actual $k$-th derivative of $e$, so the formula for the derivatives is proved and not put in.

`IntegrableOn f (Ioi 0)` says that $f$ is Lebesgue integrable on $(0,\infty)$, which requires a finite integral of $|f|$. The hypothesis `0 < c` appears in every integrability criterion for the response. The hypothesis `0 < a` appears only in `half_rate_separates` and `all_orders_iff`.

The densities carry no prefactors. A density $e^{-ar}$ normalised to $N$ electrons is $\frac{Na^3}{8\pi}e^{-ar}$. A positive prefactor of $n$ and a nonzero one of $n_1$ only multiply the integrand by a nonzero constant, so the thresholds stay where they are.

The step to a real atom or molecule that the hypotheses leave open is the replacement of its $n$ and $n_1$ by single exponentials. Real first-order densities can change sign and depend on angle, and real tails carry powers of $r$. At fixed electron number $n_1$ integrates to zero, which a single exponential does not. The rate $b=a/2$ with $a>0$ is also too slow for a real response: if $m$ is the density formed from the first-order wave function, the Cauchy–Schwarz inequality gives $|n_1|\le2\sqrt{nm}$, so $m\ge\tfrac14$ at every $r$ and that wave function cannot be normalised. This bound alone does not exclude rates with $a/2<b\le5a/9$, for which the third order diverges as well. Correlation, gradient corrections and spin polarisation are also left out.

## Two hypotheses at their boundary

With $c=0$ the integrand is zero and always integrable, yet for $a=1$, $b=0$, $k=2$ the criterion would demand $\tfrac23<0$. So the criterion needs $c\neq0$.

With $a=0$ and $b=a/2=0$ both densities equal 1, and the second-order integrand is a nonzero multiple of $r^2$, which is not integrable. So $a\ge0$ is not enough for the separation at $b=a/2$.

## The complete Lean file

```lean
import Mathlib

open MeasureTheory Set Filter

namespace ExchangeResponseTails

noncomputable section

/-- The local exchange energy density `e(n) = -c n^(4/3)`, for densities `n ≥ 0`. -/
def exchange (c n : ℝ) : ℝ := -c * n ^ (4 / 3 : ℝ)

/-- The exponential profile `exp(-a r)` at radius `r`. -/
def expTail (a r : ℝ) : ℝ := Real.exp (-(a * r))

/-- The product `(4/3)(4/3 - 1)⋯(4/3 - k + 1)`. -/
def kernelCoeff (k : ℕ) : ℝ := ∏ i ∈ Finset.range k, ((4 / 3 : ℝ) - i)

/-- The radial integrand `r² e⁽ᵏ⁾(n) n1ᵏ` of order `k`, with density `n = exp(-a r)` and
first-order density `n1 = exp(-b r)`. -/
def responseIntegrand (c a b : ℝ) (k : ℕ) (r : ℝ) : ℝ :=
  r ^ 2 * (iteratedDeriv k (exchange c) (expTail a r) * expTail b r ^ k)

/-- At positive density the `k`-th derivative of the exchange energy density is
`-c (4/3)(4/3 - 1)⋯(4/3 - k + 1) n^(4/3 - k)`. -/
theorem iteratedDeriv_exchange (c : ℝ) (k : ℕ) {n : ℝ} (hn : 0 < n) :
    iteratedDeriv k (exchange c) n = -c * kernelCoeff k * n ^ ((4 / 3 : ℝ) - k) := by
  induction k generalizing n with
  | zero => simp [kernelCoeff, exchange]
  | succ k ih =>
    rw [iteratedDeriv_succ]
    -- the formula of order k holds in a neighbourhood of n, so it may be differentiated
    have h : iteratedDeriv k (exchange c) =ᶠ[nhds n]
        fun x => -c * kernelCoeff k * x ^ ((4 / 3 : ℝ) - k) := by
      filter_upwards [Ioi_mem_nhds hn] with x hx using ih hx
    have hd := (Real.hasDerivAt_rpow_const (p := (4 / 3 : ℝ) - k)
      (Or.inl hn.ne')).const_mul (-c * kernelCoeff k)
    refine h.deriv_eq.trans (hd.deriv.trans ?_)
    have e : (4 / 3 : ℝ) - ((k + 1 : ℕ) : ℝ) = 4 / 3 - k - 1 := by push_cast; ring
    have hk : kernelCoeff (k + 1) = kernelCoeff k * ((4 / 3 : ℝ) - k) :=
      Finset.prod_range_succ _ _
    rw [e, hk]
    ring

/-- At positive density, `e''(n) = -(4/9) c n^(-2/3)` and `e'''(n) = (8/27) c n^(-5/3)`. -/
theorem second_and_third_kernel (c : ℝ) {n : ℝ} (hn : 0 < n) :
    iteratedDeriv 2 (exchange c) n = -(4 / 9) * c * n ^ (-2 / 3 : ℝ) ∧
    iteratedDeriv 3 (exchange c) n = 8 / 27 * c * n ^ (-5 / 3 : ℝ) := by
  have e2 : (4 / 3 : ℝ) - ((2 : ℕ) : ℝ) = -2 / 3 := by norm_num
  have e3 : (4 / 3 : ℝ) - ((3 : ℕ) : ℝ) = -5 / 3 := by norm_num
  have c2 : kernelCoeff 2 = 4 / 9 := by
    norm_num [kernelCoeff, Finset.prod_range_succ]
  have c3 : kernelCoeff 3 = -(8 / 27) := by
    norm_num [kernelCoeff, Finset.prod_range_succ]
  constructor
  · rw [iteratedDeriv_exchange c 2 hn, e2, c2]
    ring
  · rw [iteratedDeriv_exchange c 3 hn, e3, c3]
    ring

/-- The radial function `r² exp(-s r)` is integrable on `(0, ∞)` exactly when `s > 0`. -/
theorem integrableOn_sq_mul_exp_iff (s : ℝ) :
    IntegrableOn (fun r : ℝ => r ^ 2 * Real.exp (-(s * r))) (Ioi 0) ↔ 0 < s := by
  constructor
  · intro h
    by_contra hs
    have hs' : s ≤ 0 := not_lt.mp hs
    -- without decay the integrand is at least 1 beyond r = 1
    have h1 : IntegrableOn (fun r : ℝ => r ^ (0 : ℝ)) (Ioi 1) := by
      simp only [Real.rpow_zero]
      refine Integrable.mono' (h.mono_set (Ioi_subset_Ioi zero_le_one))
        aestronglyMeasurable_const ?_
      refine ae_restrict_of_forall_mem measurableSet_Ioi fun r hr => ?_
      have hr1 : (1 : ℝ) < r := hr
      have hexp : 1 ≤ Real.exp (-(s * r)) := Real.one_le_exp (by nlinarith)
      rw [norm_one]
      nlinarith
    have h2 := (integrableOn_Ioi_rpow_iff zero_lt_one).1 h1
    linarith
  · intro hs
    have h := integrableOn_rpow_mul_exp_neg_mul_rpow (s := 2) (p := 1) (b := s)
      (by norm_num) (by norm_num) hs
    simpa using h

/-- On exponential tails the integrand of order `k` is a constant times `r² exp(-s r)`, with
`s = k b - (k - 4/3) a`. -/
theorem responseIntegrand_eq (c a b : ℝ) (k : ℕ) (r : ℝ) :
    responseIntegrand c a b k r = -c * kernelCoeff k *
      (r ^ 2 * Real.exp (-((k * b - (k - 4 / 3) * a) * r))) := by
  have hexp : Real.exp (-((k * b - (k - 4 / 3) * a) * r)) =
      expTail a r ^ ((4 / 3 : ℝ) - k) * expTail b r ^ k := by
    unfold expTail
    rw [← Real.exp_mul, ← Real.exp_nat_mul, ← Real.exp_add]
    congr 1
    ring
  have hpos : 0 < expTail a r := Real.exp_pos _
  rw [responseIntegrand, iteratedDeriv_exchange c k hpos, hexp]
  ring

/-- For `c > 0`, the response integrand of order `k` is integrable on `(0, ∞)` exactly when
`(k - 4/3) a < k b`. -/
theorem response_integrable_iff {c : ℝ} (hc : 0 < c) (a b : ℝ) (k : ℕ) :
    IntegrableOn (responseIntegrand c a b k) (Ioi 0) ↔ ((k : ℝ) - 4 / 3) * a < k * b := by
  -- the prefactor never vanishes, because 4/3 is not an integer
  have hk : kernelCoeff k ≠ 0 := by
    refine Finset.prod_ne_zero_iff.mpr fun i _ hi => ?_
    have h3 : (3 : ℝ) * i = 4 := by linarith
    have h4 : 3 * i = 4 := by exact_mod_cast h3
    omega
  have hu : IsUnit (-c * kernelCoeff k) :=
    (mul_ne_zero (neg_ne_zero.mpr hc.ne') hk).isUnit
  rw [funext (responseIntegrand_eq c a b k)]
  exact (integrable_const_mul_iff hu _).trans
    ((integrableOn_sq_mul_exp_iff _).trans sub_pos)

/-- For `c > 0`, the second-order integrand `r² e''(n) n1²` is integrable exactly when
`b > a/3`. -/
theorem second_order_iff {c : ℝ} (hc : 0 < c) (a b : ℝ) :
    IntegrableOn (responseIntegrand c a b 2) (Ioi 0) ↔ a / 3 < b := by
  rw [response_integrable_iff hc]
  push_cast
  constructor <;> intro h <;> linarith

/-- For `c > 0`, the third-order integrand `r² e'''(n) n1³` is integrable exactly when
`b > 5a/9`. -/
theorem third_order_iff {c : ℝ} (hc : 0 < c) (a b : ℝ) :
    IntegrableOn (responseIntegrand c a b 3) (Ioi 0) ↔ 5 * a / 9 < b := by
  rw [response_integrable_iff hc]
  push_cast
  constructor <;> intro h <;> linarith

/-- For `c > 0` and `a > 0`, a first-order density with decay rate `b = a/2` has an integrable
second-order integrand and a non-integrable third-order one. -/
theorem half_rate_separates {c a : ℝ} (hc : 0 < c) (ha : 0 < a) :
    IntegrableOn (responseIntegrand c a (a / 2) 2) (Ioi 0) ∧
    ¬ IntegrableOn (responseIntegrand c a (a / 2) 3) (Ioi 0) := by
  rw [second_order_iff hc, third_order_iff hc]
  constructor
  · linarith
  · intro h
    linarith

/-- For `c > 0` and `a > 0`, the response integrands of all orders are integrable exactly when
the first-order density decays at least as fast as the density, `b ≥ a`. -/
theorem all_orders_iff {c a : ℝ} (hc : 0 < c) (ha : 0 < a) (b : ℝ) :
    (∀ k : ℕ, IntegrableOn (responseIntegrand c a b k) (Ioi 0)) ↔ a ≤ b := by
  simp only [response_integrable_iff hc]
  constructor
  · intro h
    by_contra hab
    have hd : 0 < a - b := sub_pos.mpr (not_le.mp hab)
    -- a sufficiently high order violates the criterion
    obtain ⟨k, hk⟩ := exists_nat_gt (4 / 3 * a / (a - b))
    have h1 := (div_lt_iff₀ hd).mp hk
    have h2 := h k
    linarith
  · intro hab k
    have h1 : (k : ℝ) * a ≤ k * b := mul_le_mul_of_nonneg_left hab (Nat.cast_nonneg k)
    linarith

end

end ExchangeResponseTails
```

```lean
#print axioms ExchangeResponseTails.second_and_third_kernel
#print axioms ExchangeResponseTails.response_integrable_iff
#print axioms ExchangeResponseTails.half_rate_separates
#print axioms ExchangeResponseTails.all_orders_iff
```

```
'ExchangeResponseTails.second_and_third_kernel' depends on axioms: [propext, Classical.choice, Quot.sound]
'ExchangeResponseTails.response_integrable_iff' depends on axioms: [propext, Classical.choice, Quot.sound]
'ExchangeResponseTails.half_rate_separates' depends on axioms: [propext, Classical.choice, Quot.sound]
'ExchangeResponseTails.all_orders_iff' depends on axioms: [propext, Classical.choice, Quot.sound]
```

## How the lemmas carry the argument

`iteratedDeriv_exchange` is the induction on $k$. A derivative at $n$ depends on the function near $n$, not only on its value there. The induction therefore runs over all positive densities at once (`generalizing n`), and `filter_upwards [Ioi_mem_nhds hn]` turns the formula of order $k$ into an equality in a neighbourhood of $n$. The power rule `Real.hasDerivAt_rpow_const` then supplies the next derivative. `second_and_third_kernel` evaluates the product and the exponent for $k=2$ and $k=3$.

`integrableOn_sq_mul_exp_iff` treats $r^2e^{-sr}$. For $s>0$ it uses Mathlib's integrability theorem for a power times a decaying exponential. For $s\le0$ it argues by contradiction: `Integrable.mono'` compares the integrand with the constant 1 on $(1,\infty)$. That constant is written as $r^0$, so that `integrableOn_Ioi_rpow_iff` applies; it would require $0<-1$.

`responseIntegrand_eq` collects the exponentials and produces the rate $s$. The density is positive at every $r$, which is what the derivative formula needs.

`response_integrable_iff` first shows $K_k\neq0$. A vanishing factor would give a natural number $i$ with $3i=4$, and `omega` refutes this. The nonzero prefactor can then be removed by `integrable_const_mul_iff`, and `sub_pos` rewrites $s>0$ as the stated inequality.

`second_order_iff` and `third_order_iff` insert $k=2$ and $k=3$ and rearrange with `linarith`. `half_rate_separates` then needs only that $\tfrac13a<\tfrac12a$ and that $\tfrac59a<\tfrac12a$ is false for $a>0$.

In `all_orders_iff`, the assumption $b<a$ leads to a contradiction. `exists_nat_gt` provides an integer $k$ above $\frac{4a}{3(a-b)}$, and the criterion fails at that order. In the other direction, multiplying $a\le b$ by $k\ge0$ gives $ka\le kb$, and subtracting the positive number $\tfrac43a$ on the left makes the inequality strict.
